# With a number-conserving Hamiltonian, no state of $N$ and $N+1$ electrons lies below the straight line between the sector ground energies, coherences included

A system with a fractional average electron number is modelled here by a density matrix $\rho$ on the direct sum of an $N$-electron and an $(N+1)$-electron space, with the weight $w$ of the second space fixed and the off-diagonal blocks left free. The Hamiltonian acts within each space and does not connect them, and both spaces are finite-dimensional. For electrons alone, the superselection rule for fermion parity excludes coherences between $N$ and $N+1$ electrons; the model admits them as a mathematical enlargement of the set of physical states.

```lean
import Mathlib

open Matrix
open scoped ComplexOrder MatrixOrder

namespace PiecewiseLinearity

noncomputable section

variable {m n : Type*} [Fintype m] [Fintype n]

/-- The Hamiltonian that conserves electron number: it acts as `A` on the `N`-electron sector
and as `B` on the `(N+1)`-electron sector, with no coupling between them. -/
def sectorHamiltonian (A : Matrix m m ℂ) (B : Matrix n n ℂ) : Matrix (m ⊕ n) (m ⊕ n) ℂ :=
  fromBlocks A 0 0 B

/-- A density matrix on the two sectors together, with weight `w` in the `(N+1)`-electron
sector. Its off-diagonal blocks, the coherences, are not restricted further. -/
structure IsFractionalState (ρ : Matrix (m ⊕ n) (m ⊕ n) ℂ) (w : ℝ) : Prop where
  posSemidef : ρ.PosSemidef
  trace_one : ρ.trace = 1
  weight : ρ.toBlocks₂₂.trace = (w : ℂ)

/-- The matrix `ψ ψ†` of the superposition `ψ = √(1-w) u ⊕ √w v` of an `N`-electron vector `u` and
an `(N+1)`-electron vector `v`. It is a pure density matrix when `u` and `v` are normalised and
`0 ≤ w ≤ 1`. -/
def coherentState (w : ℝ) (u : m → ℂ) (v : n → ℂ) : Matrix (m ⊕ n) (m ⊕ n) ℂ :=
  let ψ : m ⊕ n → ℂ :=
    Sum.elim (fun i => ((√(1 - w) : ℝ) : ℂ) * u i) (fun j => ((√w : ℝ) : ℂ) * v j)
  vecMulVec ψ (star ψ)

/-- The trace of the product of two positive semidefinite matrices is real and nonnegative. -/
theorem trace_mul_nonneg [DecidableEq m] {P Q : Matrix m m ℂ} (hP : P.PosSemidef) (hQ : Q.PosSemidef) :
    0 ≤ (P * Q).trace := by
  have h : 0 ≤ P := Matrix.nonneg_iff_posSemidef.mpr hP
  clear hP
  rw [StarOrderedRing.nonneg_iff] at h
  -- a positive matrix is a sum of terms `Cᴴ C`, and each term is moved around the trace
  induction h using AddSubmonoid.closure_induction with
  | mem x hx =>
    obtain ⟨C, rfl⟩ := hx
    change 0 ≤ (Cᴴ * C * Q).trace
    rw [Matrix.mul_assoc, Matrix.trace_mul_comm]
    exact (hQ.mul_mul_conjTranspose_same C).trace_nonneg
  | zero => simp
  | add x y hx hy ihx ihy =>
    rw [Matrix.add_mul, Matrix.trace_add]
    exact add_nonneg ihx ihy

/-- The trace over both sectors is the sum of the traces over each of them. -/
theorem trace_eq_sectors (ρ : Matrix (m ⊕ n) (m ⊕ n) ℂ) :
    ρ.trace = ρ.toBlocks₁₁.trace + ρ.toBlocks₂₂.trace := by
  simp [Matrix.trace, Fintype.sum_sum_type, toBlocks₁₁, toBlocks₂₂]

/-- The energy is the sum of the two sector energies; the coherences of `ρ` drop out. -/
theorem energy_eq_sectors (ρ : Matrix (m ⊕ n) (m ⊕ n) ℂ) (A : Matrix m m ℂ)
    (B : Matrix n n ℂ) :
    (ρ * sectorHamiltonian A B).trace
      = (ρ.toBlocks₁₁ * A).trace + (ρ.toBlocks₂₂ * B).trace := by
  calc (ρ * sectorHamiltonian A B).trace
      = (fromBlocks ρ.toBlocks₁₁ ρ.toBlocks₁₂ ρ.toBlocks₂₁ ρ.toBlocks₂₂
          * fromBlocks A 0 0 B).trace := by
        rw [fromBlocks_toBlocks, sectorHamiltonian]
    _ = _ := by
        rw [fromBlocks_multiply, trace_eq_sectors]
        simp

/-- If `A - a` is positive semidefinite, an unnormalised density matrix `P` has energy at least
`a` times its trace. -/
theorem sector_bound [DecidableEq m] {P A : Matrix m m ℂ} {a : ℝ} (hP : P.PosSemidef)
    (hA : (A - (a : ℂ) • (1 : Matrix m m ℂ)).PosSemidef) :
    (a : ℂ) * P.trace ≤ (P * A).trace := by
  have h := trace_mul_nonneg hP hA
  rw [Matrix.mul_sub, Matrix.trace_sub, Matrix.mul_smul, Matrix.mul_one, Matrix.trace_smul,
    smul_eq_mul] at h
  exact sub_nonneg.mp h

/-- If `A - a` and `B - b` are positive semidefinite, every density matrix with weight `w` in the
`(N+1)`-electron sector has a real energy of at least `(1-w) a + w b`, whatever its coherences. -/
theorem energy_ge_linear [DecidableEq m] [DecidableEq n]
    {A : Matrix m m ℂ} {B : Matrix n n ℂ} {a b w : ℝ}
    {ρ : Matrix (m ⊕ n) (m ⊕ n) ℂ}
    (hA : (A - (a : ℂ) • (1 : Matrix m m ℂ)).PosSemidef)
    (hB : (B - (b : ℂ) • (1 : Matrix n n ℂ)).PosSemidef)
    (hρ : IsFractionalState ρ w) :
    (((1 - w) * a + w * b : ℝ) : ℂ) ≤ (ρ * sectorHamiltonian A B).trace := by
  -- the diagonal blocks are themselves positive semidefinite
  have p1 : ρ.toBlocks₁₁.PosSemidef := hρ.posSemidef.submatrix Sum.inl
  have p2 : ρ.toBlocks₂₂.PosSemidef := hρ.posSemidef.submatrix Sum.inr
  have t1 : ρ.toBlocks₁₁.trace = 1 - (w : ℂ) := by
    have h := trace_eq_sectors ρ
    rw [hρ.trace_one, hρ.weight] at h
    linear_combination -h
  have h1 := sector_bound p1 hA
  have h2 := sector_bound p2 hB
  rw [t1] at h1
  rw [hρ.weight] at h2
  rw [energy_eq_sectors]
  calc (((1 - w) * a + w * b : ℝ) : ℂ)
      = (a : ℂ) * (1 - (w : ℂ)) + (b : ℂ) * (w : ℂ) := by push_cast; ring
    _ ≤ _ := add_le_add h1 h2

private lemma amplitude_mul (s t : ℝ) (x y : ℂ) :
    (s : ℂ) * x * star ((t : ℂ) * y) = ((s * t : ℝ) : ℂ) * (x * star y) := by
  rw [star_mul', Complex.star_def, Complex.conj_ofReal]
  push_cast
  ring

omit [Fintype m] [Fintype n] in
/-- For `0 ≤ w ≤ 1` the superposition has diagonal blocks `(1-w) u u†` and `w v v†`, and its
coherence between the sectors is `√(1-w) √w u v†`. -/
theorem coherentState_blocks {w : ℝ} (h0 : 0 ≤ w) (h1 : w ≤ 1) (u : m → ℂ) (v : n → ℂ) :
    (coherentState w u v).toBlocks₁₁ = ((1 - w : ℝ) : ℂ) • vecMulVec u (star u) ∧
    (coherentState w u v).toBlocks₂₂ = (w : ℂ) • vecMulVec v (star v) ∧
    (coherentState w u v).toBlocks₁₂
      = ((√(1 - w) * √w : ℝ) : ℂ) • vecMulVec u (star v) := by
  refine ⟨?_, ?_, ?_⟩
  · ext i j
    refine (amplitude_mul (√(1 - w)) (√(1 - w)) (u i) (u j)).trans ?_
    rw [Real.mul_self_sqrt (sub_nonneg.mpr h1)]
    rfl
  · ext i j
    refine (amplitude_mul (√w) (√w) (v i) (v j)).trans ?_
    rw [Real.mul_self_sqrt h0]
    rfl
  · ext i j
    exact amplitude_mul (√(1 - w)) (√w) (u i) (v j)

/-- A normalised eigenvector `u` of `A` with eigenvalue `a` has energy `a`. -/
theorem eigenstate_energy {A : Matrix m m ℂ} {a : ℝ} {u : m → ℂ}
    (hu : star u ⬝ᵥ u = 1) (hA : A *ᵥ u = (a : ℂ) • u) :
    (vecMulVec u (star u) * A).trace = (a : ℂ) := by
  rw [Matrix.trace_mul_comm, Matrix.mul_vecMulVec, hA, Matrix.trace_vecMulVec,
    smul_dotProduct, dotProduct_comm, hu, smul_eq_mul, mul_one]

/-- For `0 ≤ w ≤ 1` and normalised `u` and `v`, the superposition is a density matrix with weight
`w` in the `(N+1)`-electron sector. -/
theorem coherentState_isFractionalState {w : ℝ} (h0 : 0 ≤ w) (h1 : w ≤ 1)
    {u : m → ℂ} {v : n → ℂ} (hu : star u ⬝ᵥ u = 1) (hv : star v ⬝ᵥ v = 1) :
    IsFractionalState (coherentState w u v) w := by
  obtain ⟨b1, b2, -⟩ := coherentState_blocks h0 h1 u v
  have t2 : (coherentState w u v).toBlocks₂₂.trace = (w : ℂ) := by
    rw [b2, Matrix.trace_smul, Matrix.trace_vecMulVec, dotProduct_comm, hv, smul_eq_mul, mul_one]
  refine ⟨Matrix.posSemidef_vecMulVec_self_star _, ?_, t2⟩
  rw [trace_eq_sectors, t2, b1, Matrix.trace_smul, Matrix.trace_vecMulVec, dotProduct_comm, hu,
    smul_eq_mul]
  push_cast
  ring

/-- Piecewise linearity: let `a` and `b` be lower bounds of `A` and `B` attained by normalised
eigenvectors. For `0 ≤ w ≤ 1` the least energy of a density matrix with weight `w` in the
`(N+1)`-electron sector is `(1-w) a + w b`. -/
theorem ground_energy_linear [DecidableEq m] [DecidableEq n]
    {A : Matrix m m ℂ} {B : Matrix n n ℂ} {a b w : ℝ}
    {u : m → ℂ} {v : n → ℂ}
    (hA : (A - (a : ℂ) • (1 : Matrix m m ℂ)).PosSemidef)
    (hB : (B - (b : ℂ) • (1 : Matrix n n ℂ)).PosSemidef)
    (hu : star u ⬝ᵥ u = 1) (hv : star v ⬝ᵥ v = 1)
    (hAu : A *ᵥ u = (a : ℂ) • u) (hBv : B *ᵥ v = (b : ℂ) • v)
    (h0 : 0 ≤ w) (h1 : w ≤ 1) :
    IsLeast {E : ℝ | ∃ ρ : Matrix (m ⊕ n) (m ⊕ n) ℂ, IsFractionalState ρ w ∧
      (ρ * sectorHamiltonian A B).trace = (E : ℂ)} ((1 - w) * a + w * b) := by
  constructor
  · -- the coherent superposition of the two eigenvectors lies on the line
    refine ⟨coherentState w u v, coherentState_isFractionalState h0 h1 hu hv, ?_⟩
    obtain ⟨b1, b2, -⟩ := coherentState_blocks h0 h1 u v
    rw [energy_eq_sectors, b1, b2, Matrix.smul_mul, Matrix.smul_mul, Matrix.trace_smul,
      Matrix.trace_smul, eigenstate_energy hu hAu, eigenstate_energy hv hBv, smul_eq_mul,
      smul_eq_mul]
    push_cast
    ring
  · -- no state lies below it
    rintro E ⟨ρ, hρ, hE⟩
    have h := energy_ge_linear hA hB hρ
    rw [hE] at h
    exact Complex.real_le_real.mp h

end

end PiecewiseLinearity
```

```lean
#print axioms PiecewiseLinearity.ground_energy_linear
```

```
'PiecewiseLinearity.ground_energy_linear' depends on axioms: [propext, Classical.choice, Quot.sound]
```

## A density matrix shared between two electron numbers

The index types `m` and `n` label orthonormal basis states of the two sectors. With a finite set of orthonormal spin orbitals these can be the Slater determinants with $N$ and with $N+1$ electrons. The matrices $A$ and $B$ are the Hamiltonian in each sector, and `sectorHamiltonian A B` is

$$H=\begin{pmatrix}A&0\\0&B\end{pmatrix}.$$

Nothing restricts $A$ and $B$ to independent electrons, so they may contain the full electron repulsion. They need not come from the same external potential either, although in the physical application they do.

The state has the blocks

$$\rho=\begin{pmatrix}\rho_{11}&\rho_{12}\\ \rho_{21}&\rho_{22}\end{pmatrix},$$

which Lean writes as `ρ.toBlocks₁₁` and so on. The predicate `IsFractionalState ρ w` says that $\rho$ is positive semidefinite, that $\operatorname{Tr}\rho=1$ and that $\operatorname{Tr}\rho_{22}=w$. The average electron number is then $(1-w)N+w(N+1)=N+w$. The coherences $\rho_{12}$ and $\rho_{21}$ are limited only by the positivity of $\rho$.

The theorem `energy_ge_linear` takes two real numbers $a$ and $b$ such that $A-a$ and $B-b$ are positive semidefinite. These are lower bounds on the sector energies, not necessarily the best ones. The conclusion is

$$\operatorname{Tr}(\rho H)\ \ge\ (1-w)\,a+w\,b .$$

Both sides are complex numbers in Lean. In the order used there, $x\le y$ means that the real parts are ordered and the imaginary parts are equal, so the inequality also says that the energy is real. That $A$ and $B$ are Hermitian is not a separate hypothesis: positive semidefiniteness includes it, and $a$ and $b$ are real. Nor does this theorem assume $0\le w\le1$, since the positivity and the unit trace of $\rho$ already force it.

The theorem `ground_energy_linear` adds normalised vectors $u$ and $v$ with $Au=au$ and $Bv=bv$. Now $a$ and $b$ are the ground-state energies of the two sectors. For $0\le w\le1$, the `IsLeast` statement says that $(1-w)a+wb$ belongs to the set of energies of states with weight $w$, and that no energy in this set is smaller.

## The straight segment and approximate functionals

As a function of $w$, the minimum energy is a straight segment from $a$ to $b$. When both sectors have the same external potential, its slope $b-a$ is the energy needed to go from the $N$-electron to the $(N+1)$-electron ground state, which is minus the vertical electron affinity within the chosen basis.

For a Hamiltonian in a finite basis, with only two adjacent electron numbers admitted, this segment is the reference against which the energy of an approximate density functional at fractional electron number can be compared. Deviations from it are commonly discussed as delocalisation or self-interaction error, and some Hubbard corrections are chosen to reduce them. Within this model, a curve that sags below the segment cannot be accounted for by coherence between the two sectors.

Piecewise linearity in density-functional theory usually concerns all ensembles with a given average electron number. A mixture of $N-1$ and $N+2$ electrons (for $N\ge1$) then competes as well, and the segment between $N$ and $N+1$ stays the minimum when the ground-state energies at integer electron numbers are convex. Here the state space excludes such mixtures, so no convexity is assumed, and the result concerns one segment at a time.

## Two sector bounds add up to the line

The first step removes the coherences from the energy. Block multiplication gives

$$\rho H=\begin{pmatrix}\rho_{11}A&\rho_{12}B\\ \rho_{21}A&\rho_{22}B\end{pmatrix},
\qquad
\operatorname{Tr}(\rho H)=\operatorname{Tr}(\rho_{11}A)+\operatorname{Tr}(\rho_{22}B).$$

The off-diagonal blocks of $\rho$ appear only in the off-diagonal blocks of the product, which the trace ignores. This is `energy_eq_sectors`: it writes $\rho$ in terms of its blocks, multiplies with `fromBlocks_multiply`, and splits the trace with `trace_eq_sectors`.

The second step is a fact about traces. If $P$ and $Q$ are positive semidefinite, then $P=C^\dagger C$ for some matrix $C$, for example $C=P^{1/2}$, and

$$\operatorname{Tr}(PQ)=\operatorname{Tr}(C^\dagger CQ)=\operatorname{Tr}(CQC^\dagger)\ge0,$$

because $CQC^\dagger$ is again positive semidefinite. The Lean proof of `trace_mul_nonneg` uses a slightly different description of positivity, in which $P$ is a finite sum of terms $C^\dagger C$. The induction treats one such term by the calculation above, and then uses the fact that sums of nonnegative numbers are nonnegative.

The third step applies this to each sector. The diagonal blocks of $\rho$ are positive semidefinite: for any vector $x$ in the first sector,

$$x^\dagger\rho_{11}x=(x\oplus0)^\dagger\rho\,(x\oplus0)\ge0,$$

and the second sector works in the same way. In Lean these are the two `submatrix` lines. The trace inequality with $P=\rho_{11}$ and $Q=A-a$ gives

$$0\le\operatorname{Tr}\big(\rho_{11}(A-a)\big)=\operatorname{Tr}(\rho_{11}A)-a\operatorname{Tr}\rho_{11}.$$

This is `sector_bound`. The block $\rho_{11}$ is not normalised, so its trace stays in the formula as the weight of the sector. From $\operatorname{Tr}\rho=1$ and $\operatorname{Tr}\rho_{22}=w$ follows $\operatorname{Tr}\rho_{11}=1-w$, which is the statement `t1` in the code. Hence

$$\operatorname{Tr}(\rho_{11}A)\ge(1-w)a,\qquad \operatorname{Tr}(\rho_{22}B)\ge wb.$$

Adding the two inequalities proves the bound, and `add_le_add h1 h2` is this addition.

## A coherent superposition on the line

To show that the bound is attained, take the normalised ground states $u$ and $v$ and form

$$\psi=\sqrt{1-w}\,u\oplus\sqrt w\,v,\qquad \rho=\psi\psi^\dagger .$$

This is `coherentState w u v`. In the code, `vecMulVec u (star u)` stands for $uu^\dagger$, and `star u ⬝ᵥ u` for $u^\dagger u$. The blocks, computed in `coherentState_blocks`, are

$$\rho_{11}=(1-w)\,uu^\dagger,\qquad \rho_{22}=w\,vv^\dagger,\qquad \rho_{12}=\sqrt{1-w}\,\sqrt w\;uv^\dagger .$$

The condition $0\le w\le1$ is used here, so that the squares of the two square roots return $1-w$ and $w$. For $0<w<1$ the coherence $\rho_{12}$ is nonzero.

The matrix $\psi\psi^\dagger$ is positive semidefinite. Since $u^\dagger u=v^\dagger v=1$, its diagonal blocks have traces $1-w$ and $w$, which add up to one. This is `coherentState_isFractionalState`. The energy of the normalised eigenvector $u$ is

$$\operatorname{Tr}(uu^\dagger A)=\operatorname{Tr}(Auu^\dagger)=a\operatorname{Tr}(uu^\dagger)=a\,u^\dagger u=a,$$

as `eigenstate_energy` states, and $v$ has energy $b$ in the same way. The superposition therefore has energy

$$\operatorname{Tr}(\rho H)=(1-w)\operatorname{Tr}(uu^\dagger A)+w\operatorname{Tr}(vv^\dagger B)=(1-w)a+wb .$$

The first half of `ground_energy_linear` is this calculation. The second half takes an arbitrary state with real energy $E$, applies `energy_ge_linear`, and turns the inequality between complex numbers into one between real numbers.

The incoherent mixture $(1-w)\,uu^\dagger\oplus w\,vv^\dagger$ has the same diagonal blocks and hence the same energy. The minimum thus does not distinguish a superposition of the two ground states from a statistical mixture of them. The mixture has no coherence between the sectors, so the line is also attained by a state that the superselection rule allows.

## Coupling or negative populations can break the bound

Let each sector have a single state with energy zero, so that $a=b=0$ and the line is zero for every $w$. Add a term that changes the electron number, with strength $t>0$, and take the equal superposition:

$$H=\begin{pmatrix}0&-t\\-t&0\end{pmatrix},\qquad
\rho=\frac12\begin{pmatrix}1&1\\1&1\end{pmatrix}.$$

Here $w=\tfrac12$ and $\operatorname{Tr}(\rho H)=-t$, which is below the line. The coherences now enter the energy, and they lower it. This is a mathematical test of the hypothesis: a term that changes the electron number by one violates fermion parity and is not a physical Hamiltonian for electrons alone.

The positivity of $\rho$ matters too, even without coupling. Take $A=\operatorname{diag}(0,1)$, $B=(0)$ and $a=b=0$. The matrix $\rho=\operatorname{diag}(2,-1,0)$ has trace one and $w=0$, but its energy is $-1$. The negative population of the excited state produces an energy that no physical state of this system has.
